# A Pauli-trace ground state for rings of two or more spins 1

Consider $N\ge2$ spins 1 on a ring, with sites $i=0,\dots,N-1$ counted modulo $N$ and $\hbar=1$. Each site has the Cartesian basis $|a\rangle$, $a=0,1,2$ for $x,y,z$, in which $(S^k)_{bc}=-\mathrm i\,\varepsilon_{kbc}$, with $\mathrm i$ the imaginary unit. With $X_i=\mathbf S_i\cdot\mathbf S_{i+1}$, the Hamiltonian and the trace state are

$$H=\sum_i\left(X_i+\tfrac13X_i^2\right),\qquad \psi(a)=\operatorname{tr}(\sigma_{a_0}\cdots\sigma_{a_{N-1}}).$$

Here $\sigma_0,\sigma_1,\sigma_2$ are the Pauli matrices for $x,y,z$. The claim is that $\|\psi\|^2=3^N+3(-1)^N$, that $H\psi=-\tfrac{2N}3\psi$, and that $-2N/3$ is the least eigenvalue of $H$. For $N=2$ the single pair of spins is counted as two bonds.

The coefficient $1/3$ gives total spins 0 and 1 on a bond the same energy, so that only total spin 2 costs energy. This is the AKLT Hamiltonian up to scale and a constant; its spectral gap and the uniqueness of its ground state are separate questions. For this Hamiltonian on a finite ring, the result supplies the exact ground-state energy for comparison with diagonalisation or matrix-product calculations.

## Energy bound, eigenvalue and norm

**One bond.** Since $\sum_k(S^k)_{ac}(S^k)_{bd}=\delta_{ad}\delta_{bc}-\delta_{ab}\delta_{cd}$, we have $X=P-K$, where $P$ exchanges the two labels and $(K\varphi)(a,b)=\delta_{ab}\sum_c\varphi(c,c)$. From $P^2=1$, $PK=KP=K$ and $K^2=3K$,

$$X^2=1+K,\qquad XK=-2K,\qquad X^3=X-2K=X+2-2X^2.$$

Put $Y=X+\tfrac13X^2+\tfrac23$. The cubic relation gives $XY=Y$, hence $Y^2=2Y$. As $Y$ is Hermitian, $\langle\varphi,Y\varphi\rangle=\tfrac12\|Y\varphi\|^2\ge0$. Each bond energy is therefore at least $-\tfrac23$ in a normalised state, and $H$ is bounded below by $-2N/3$.

**The trace state.** Cyclicity brings the bond's matrices to the front, so the amplitude is $\operatorname{tr}(\sigma_c\sigma_dR)$, with $R$ independent of $c,d$. Since $X+\tfrac13X^2=P+\tfrac13-\tfrac23K$ and $\sigma_c^2=1$, the bond term turns this amplitude into

$$\operatorname{tr}(\sigma_d\sigma_cR)+\tfrac13\operatorname{tr}(\sigma_c\sigma_dR)-2\delta_{cd}\operatorname{tr}R=-\tfrac23\operatorname{tr}(\sigma_c\sigma_dR),$$

by $\sigma_d\sigma_c=2\delta_{cd}-\sigma_c\sigma_d$. Summing over the bonds gives $H\psi=-\tfrac{2N}3\psi$.

**The norm.** Let $T(M)=\sum_x\sigma_xM\sigma_x=2(\operatorname{tr}M)1-M$ for a $2\times2$ matrix $M$. It multiplies the identity by 3 and traceless matrices by $-1$, so

$$T^N(M)=\tfrac{3^N-(-1)^N}2(\operatorname{tr}M)1+(-1)^NM.$$

Let $E_{pq}$ be the matrix with a single 1 at $(p,q)$. For any $W$, $|\operatorname{tr}W|^2=\sum_{pq}(WE_{pq}W^\dagger)_{pq}$. Summing over all words $W=\sigma_{a_0}\cdots\sigma_{a_{N-1}}$,

$$\|\psi\|^2=\sum_{pq}\left[T^N(E_{pq})\right]_{pq}=3^N-(-1)^N+4(-1)^N=3^N+3(-1)^N.$$

This is positive for $N\ge2$, so $\psi\ne0$ and the bound is attained. The normalised state is $\psi/\sqrt{3^N+3(-1)^N}$.

## Spins and bonds as linear maps

A state is a complex function of configurations, and operators are linear maps on such functions.

In Lean 4 with Mathlib:

```lean
import Mathlib

open Matrix Complex
open scoped ComplexOrder

namespace SpinOneRing

noncomputable section

/-- States of `N` spins 1: one complex amplitude per Cartesian configuration. -/
abbrev State (N : ℕ) := (Fin N → Fin 3) → ℂ

/-- The spin-1 matrices in the Cartesian basis, with entries `-i ε_{kbc}`. -/
def spinOne : Fin 3 → Matrix (Fin 3) (Fin 3) ℂ :=
  ![!![0, 0, 0; 0, 0, -I; 0, I, 0], !![0, 0, I; 0, 0, 0; -I, 0, 0],
    !![0, -I, 0; I, 0, 0; 0, 0, 0]]

/-- The three Pauli matrices. -/
def pauli : Fin 3 → Matrix (Fin 2) (Fin 2) ℂ :=
  ![!![0, 1; 1, 0], !![0, -I; I, 0], !![1, 0; 0, -1]]
```

`onSite` lets a matrix act on one spin; the product in `spinDot` is composition.

```lean
variable {N : ℕ} {i j : Fin N}

/-- A one-spin matrix `A` acting on site `i`. -/
def onSite (i : Fin N) (A : Matrix (Fin 3) (Fin 3) ℂ) : Module.End ℂ (State N) where
  toFun φ a := ∑ c, A (a i) c * φ (Function.update a i c)
  map_add' φ ψ := by funext a; simp [mul_add, Finset.sum_add_distrib]
  map_smul' z φ := by funext a; simp [Finset.mul_sum, mul_left_comm]

/-- The scalar product `S_i · S_j` of two spins. -/
def spinDot (i j : Fin N) : Module.End ℂ (State N) :=
  ∑ k, onSite i (spinOne k) * onSite j (spinOne k)

/-- The bond term `X + X²/3` with `X = S_i · S_j`. -/
def bondEnergy (i j : Fin N) : Module.End ℂ (State N) :=
  spinDot i j + (1 / 3 : ℂ) • spinDot i j ^ 2
```

In `hamiltonian`, the addition in `i + 1` wraps around, which closes the ring.

```lean
/-- The sum over all sites `i` of the bond term of `i` and `i + 1`, with sites counted modulo `N`.
-/
def hamiltonian (N : ℕ) [NeZero N] : Module.End ℂ (State N) :=
  ∑ i : Fin N, bondEnergy i (i + 1)
```

`word` is the ordered matrix product, and `aklt` is the unnormalised $\psi$.

```lean
/-- The ordered product of the Pauli matrices named by a configuration. -/
def word (a : Fin N → Fin 3) : Matrix (Fin 2) (Fin 2) ℂ :=
  (List.ofFn fun i => pauli (a i)).prod

/-- The unnormalised vector with amplitudes `tr (σ_{a 0} ⋯ σ_{a (N-1)})`. -/
def aklt : State N := fun a => (word a).trace
```

`put` sets the two labels of a bond and leaves the others alone.

```lean
/-- The configuration `a` with the labels at `i` and `j` replaced by `c` and `d` (by `c` alone if
`i = j`). -/
def put (a : Fin N → Fin 3) (i j : Fin N) (c d : Fin 3) : Fin N → Fin 3 :=
  fun k => if k = i then c else if k = j then d else a k

/-- Of two successive replacements on the same pair of sites, the last one counts. -/
theorem put_put (a : Fin N → Fin 3) (c d c' d' : Fin 3) :
    put (put a i j c d) i j c' d' = put a i j c' d' := by
  funext k
  simp only [put]
  split_ifs <;> rfl
```

## The bound on one bond

The next two results are $X=P-K$ and $X^2=1+K$. In the first, `key` checks the two-spin identity for all nine label pairs.

```lean
/-- On distinct sites `S_i · S_j` exchanges the two labels and subtracts the
contraction of equal labels. -/
theorem spinDot_apply (hij : i ≠ j) (φ : State N) (a : Fin N → Fin 3) :
    spinDot i j φ a = φ (put a i j (a j) (a i)) -
      if a i = a j then ∑ c, φ (put a i j c c) else 0 := by
  have hput : ∀ c d, Function.update (Function.update a i c) j d = put a i j c d := by
    intro c d
    funext k
    simp only [put, Function.update_apply]
    split_ifs <;> simp_all
  have hI : ∀ z : ℂ, I * (I * z) = -z := fun z => by
    rw [← mul_assoc, I_mul_I, neg_one_mul]
  -- the two-spin identity behind the claim
  have key : ∀ (x y : Fin 3) (f : Fin 3 → Fin 3 → ℂ),
      ∑ k, ∑ c, spinOne k x c * ∑ d, spinOne k y d * f c d =
        f y x - if x = y then ∑ c, f c c else 0 := by
    intro x y f
    fin_cases x <;> fin_cases y <;> simp [spinOne, Fin.sum_univ_three, hI] <;> ring
  have h : spinDot i j φ a = ∑ k, ∑ c, spinOne k (a i) c *
      ∑ d, spinOne k (a j) d * φ (put a i j c d) := by
    simp [spinDot, onSite, hij.symm, hput]
  rw [h]
  exact key _ _ (fun c d => φ (put a i j c d))

/-- On distinct sites `(S_i · S_j)²` is the identity plus the contraction of equal labels. -/
theorem spinDot_sq_apply (hij : i ≠ j) (φ : State N) (a : Fin N → Fin 3) :
    spinDot i j (spinDot i j φ) a =
      φ a + if a i = a j then ∑ c, φ (put a i j c c) else 0 := by
  have h0 : put a i j (a i) (a j) = a := by
    funext k
    simp only [put]
    split_ifs <;> simp_all
  have hi : ∀ c d, put a i j c d i = c := by simp [put]
  have hj : ∀ c d, put a i j c d j = d := by simp [put, hij.symm]
  simp only [spinDot_apply hij, hi, hj, put_put, h0]
  by_cases h : a i = a j
  · simp [h, Finset.sum_sub_distrib]
    ring
  · simp [h, Ne.symm h]
```

Hermiticity comes from the one-site matrices, by a bijection that swaps old and new labels, and from the commutation of operators on different sites.

```lean
/-- `S_i · S_j` is Hermitian for distinct sites. -/
theorem spinDot_symm (hij : i ≠ j) (φ ψ : State N) :
    star (spinDot i j φ) ⬝ᵥ ψ = star φ ⬝ᵥ spinDot i j ψ := by
  have herm : ∀ k x c, star (spinOne k x c) = spinOne k c x := by
    intro k x c
    fin_cases k <;> fin_cases x <;> fin_cases c <;> simp [spinOne]
  have adj : ∀ l k (φ ψ : State N), star (onSite l (spinOne k) φ) ⬝ᵥ ψ =
      star φ ⬝ᵥ onSite l (spinOne k) ψ := by
    intro l k φ ψ
    -- exchange the old and the new label of site `l`
    let e : (Fin N → Fin 3) × Fin 3 ≃ (Fin N → Fin 3) × Fin 3 :=
      ⟨fun p => (Function.update p.1 l p.2, p.1 l),
        fun p => (Function.update p.1 l p.2, p.1 l), fun p => by simp, fun p => by simp⟩
    simp only [dotProduct, onSite, LinearMap.coe_mk, AddHom.coe_mk, Pi.star_apply,
      star_sum, star_mul', herm, Finset.sum_mul, Finset.mul_sum]
    rw [← Fintype.sum_prod_type', ← Fintype.sum_prod_type']
    refine Fintype.sum_equiv e _ _ ?_
    rintro ⟨a, c⟩
    simp only [e, Equiv.coe_fn_mk, Function.update_self, Function.update_idem,
      Function.update_eq_self]
    ring
  have comm : ∀ k (ψ : State N), onSite i (spinOne k) (onSite j (spinOne k) ψ) =
      onSite j (spinOne k) (onSite i (spinOne k) ψ) := by
    intro k ψ
    funext a
    simp only [onSite, LinearMap.coe_mk, AddHom.coe_mk, Function.update_of_ne hij,
      Function.update_of_ne hij.symm, Finset.mul_sum]
    rw [Finset.sum_comm]
    refine Finset.sum_congr rfl fun c _ => Finset.sum_congr rfl fun d _ => ?_
    rw [Function.update_comm hij]
    ring
  simp only [spinDot, LinearMap.sum_apply, Module.End.mul_apply, star_sum,
    sum_dotProduct, dotProduct_sum]
  refine Finset.sum_congr rfl fun k _ => ?_
  rw [adj, adj, comm k ψ]
```

Below, `cub` is the cubic relation, `y` is $Y\varphi$, `hXy` is $XY\varphi=Y\varphi$, and `hyy` is $\|Y\varphi\|^2=2\langle\varphi,Y\varphi\rangle$. The inner product is written `star φ ⬝ᵥ φ`.

```lean
/-- The expectation value of a bond term on distinct sites is at least `-2/3` times
the squared norm. -/
theorem bondEnergy_ge (hij : i ≠ j) (φ : State N) :
    -(2 / 3) * (star φ ⬝ᵥ φ).re ≤ (star φ ⬝ᵥ bondEnergy i j φ).re := by
  -- `(X - 1)(X + 1)(X + 2) = 0`
  have cub : spinDot i j (spinDot i j (spinDot i j φ)) =
      spinDot i j φ + (2 : ℂ) • φ - (2 : ℂ) • spinDot i j (spinDot i j φ) := by
    funext a
    have hi : ∀ c d, put a i j c d i = c := by simp [put]
    have hj : ∀ c d, put a i j c d j = d := by simp [put, hij.symm]
    have hs : ∑ c, spinDot i j φ (put a i j c c) = -2 * ∑ c, φ (put a i j c c) := by
      simp [spinDot_apply hij, hi, hj, put_put, Finset.sum_sub_distrib]
      ring
    simp only [Pi.add_apply, Pi.sub_apply, Pi.smul_apply, smul_eq_mul]
    rw [spinDot_sq_apply hij (spinDot i j φ) a, spinDot_sq_apply hij φ a, hs]
    split_ifs <;> ring
  obtain ⟨y, hy⟩ : ∃ y, y = spinDot i j φ + (1 / 3 : ℂ) • spinDot i j (spinDot i j φ) +
    (2 / 3 : ℂ) • φ := ⟨_, rfl⟩
  have hB : bondEnergy i j φ = y - (2 / 3 : ℂ) • φ := by
    simp [bondEnergy, pow_two, hy]
  -- `X y = y`: a nonzero `y` has total spin 2 on the bond
  have hXy : spinDot i j y = y := by
    simp only [hy, map_add, map_smul, cub]
    module
  have hs : star y = star (spinDot i j φ) +
      (1 / 3 : ℂ) • star (spinDot i j (spinDot i j φ)) + (2 / 3 : ℂ) • star φ := by
    simp [hy]
  have hyy : star y ⬝ᵥ y = 2 * (star φ ⬝ᵥ y) := by
    rw [hs]
    simp only [add_dotProduct, smul_dotProduct, spinDot_symm hij, hXy, smul_eq_mul]
    ring
  have h0 := (Complex.le_def.mp (dotProduct_star_self_nonneg y)).1
  rw [hyy] at h0
  rw [hB, dotProduct_sub, dotProduct_smul, smul_eq_mul]
  simp at h0 ⊢
  linarith
```

## The trace state on every bond

Writing $N=n+2$, `rot` moves all labels by one site under the trace, and `shift` repeats this until the chosen bond is in front.

```lean
/-- On a ring of at least two sites any bond can be brought to the front of the trace:
the amplitude is `tr (σ_c σ_d R)` with `R` independent of the bond's labels `c`, `d`. -/
theorem aklt_bond {n : ℕ} (a : Fin (n + 2) → Fin 3) (i : Fin (n + 2)) :
    ∃ R, ∀ c d, aklt (put a i (i + 1) c d) = (pauli c * pauli d * R).trace := by
  have e1 : ∀ k : Fin (n + 1), k.castSucc + 1 = k.succ := by
    intro k
    apply Fin.ext
    have := k.isLt
    rw [Fin.val_add]
    change (k.val + 1 % (n + 1 + 1)) % (n + 1 + 1) = k.val + 1
    rw [Nat.mod_eq_of_lt (show 1 < n + 1 + 1 by omega), Nat.mod_eq_of_lt (by omega)]
  -- moving every label by one site is a cyclic permutation under the trace
  have rot : ∀ b : Fin (n + 2) → Fin 3, aklt (fun k => b (k + 1)) = aklt b := by
    intro b
    have h1 : word (fun k => b (k + 1)) =
        (List.ofFn fun k : Fin (n + 1) => pauli (b k.succ)).prod * pauli (b 0) := by
      rw [word, List.ofFn_succ', List.concat_eq_append, List.prod_append,
        List.prod_singleton]
      simp only [e1, Fin.last_add_one]
    have h2 : word b =
        pauli (b 0) * (List.ofFn fun k : Fin (n + 1) => pauli (b k.succ)).prod := by
      rw [word, List.ofFn_succ, List.prod_cons]
    simp only [aklt]
    rw [h1, h2, Matrix.trace_mul_comm]
  have shift : ∀ (m : Fin (n + 2)) (b : Fin (n + 2) → Fin 3),
      aklt (fun k => b (k + m)) = aklt b := by
    intro m
    induction m using Fin.induction with
    | zero => intro b; simp
    | succ m ih =>
      intro b
      refine Eq.trans (congrArg aklt (funext fun k => ?_))
        ((rot (fun k => b (k + m.castSucc))).trans (ih b))
      change b (k + m.succ) = b (k + 1 + m.castSucc)
      rw [← e1]
      exact congrArg b ((congrArg (fun x => k + x) (add_comm m.castSucc 1)).trans
        (add_assoc k 1 m.castSucc).symm)
  refine ⟨(List.ofFn fun k : Fin n => pauli (a (k.succ.succ + i))).prod, fun c d => ?_⟩
  have h0 : put a i (i + 1) c d (0 + i) = c := by simp [put]
  have h1 : put a i (i + 1) c d (Fin.succ 0 + i) = d := by
    change put a i (i + 1) c d (1 + i) = d
    rw [add_comm (1 : Fin (n + 2)) i]
    simp [put]
  have h2 : ∀ k : Fin n, put a i (i + 1) c d (k.succ.succ + i) = a (k.succ.succ + i) := by
    intro k
    have n0 : k.succ.succ + i ≠ i := fun h =>
      Fin.succ_ne_zero _ (add_right_cancel (h.trans (zero_add i).symm))
    have n1 : k.succ.succ + i ≠ i + 1 := fun h => by
      have h' := congrArg Fin.val (add_right_cancel (h.trans (add_comm i 1)))
      simp at h'
    simp only [put, if_neg n0, if_neg n1]
  rw [← shift i]
  simp only [aklt, word]
  rw [List.ofFn_succ, List.ofFn_succ, List.prod_cons, List.prod_cons, ← mul_assoc]
  simp only [h0, h1, h2]
```

Pauli anticommutation is `ac`; `tr` multiplies it by $R$ and takes the trace. The two final cases are equal and unequal labels.

```lean
/-- On a ring of at least two sites every bond term has the value `-2/3` on the trace state. -/
theorem bondEnergy_aklt {n : ℕ} (i : Fin (n + 2)) :
    bondEnergy i (i + 1) aklt = (-(2 / 3) : ℂ) • aklt := by
  funext a
  have hij : i ≠ i + 1 := by simp
  obtain ⟨R, hR⟩ := aklt_bond a i
  have h0 : aklt a = (pauli (a i) * pauli (a (i + 1)) * R).trace := by
    rw [← hR]
    congr 1
    funext k
    simp only [put]
    split_ifs <;> simp_all
  have ac : ∀ x y, pauli y * pauli x + pauli x * pauli y =
      if x = y then (2 : ℂ) • (1 : Matrix (Fin 2) (Fin 2) ℂ) else 0 := by
    intro x y
    fin_cases x <;> fin_cases y <;> ext p q <;> fin_cases p <;> fin_cases q <;>
      simp [pauli] <;> norm_num
  have tr : ∀ x y, (pauli y * pauli x * R).trace + (pauli x * pauli y * R).trace =
      if x = y then 2 * R.trace else 0 := by
    intro x y
    rw [← Matrix.trace_add, ← add_mul, ac]
    split_ifs <;> simp
  have hT : ∀ c, (pauli c * pauli c * R).trace = R.trace := by
    intro c
    have h := tr c c
    rw [if_pos rfl] at h
    linear_combination h / 2
  have hx : bondEnergy i (i + 1) aklt a = spinDot i (i + 1) aklt a +
      1 / 3 * spinDot i (i + 1) (spinDot i (i + 1) aklt) a := by
    simp [bondEnergy, pow_two]
  have h := tr (a i) (a (i + 1))
  rw [hx, spinDot_apply hij, spinDot_sq_apply hij, Pi.smul_apply, smul_eq_mul, h0]
  simp only [hR, hT, Fin.sum_univ_three]
  by_cases hc : a i = a (i + 1)
  · simp only [if_pos hc] at h ⊢
    linear_combination h
  · simp only [if_neg hc] at h ⊢
    linear_combination h
```

## Norm and least eigenvalue

`transfer` is the formula for $T^N$, proved by induction on $N$ with the one-step map `tw`. Applying it to the matrices $E_{pq}$ gives the norm.

```lean
/-- The `N`-fold transfer map multiplies the trace part of `M` by `3^N` and the
traceless part by `(-1)^N`. -/
theorem transfer (N : ℕ) (M : Matrix (Fin 2) (Fin 2) ℂ) :
    ∑ a : Fin N → Fin 3, word a * M * (word a)ᴴ =
      ((3 ^ N - (-1) ^ N) / 2 * M.trace) • (1 : Matrix (Fin 2) (Fin 2) ℂ) +
        ((-1) ^ N : ℂ) • M := by
  have hI : ∀ z : ℂ, I * z * I = -z := fun z => by linear_combination z * I_mul_I
  have tw : ∀ K : Matrix (Fin 2) (Fin 2) ℂ, ∑ x, pauli x * K * (pauli x)ᴴ =
      (2 * K.trace) • (1 : Matrix (Fin 2) (Fin 2) ℂ) - K := by
    intro K
    ext p q
    simp only [Matrix.sum_apply, Matrix.sub_apply, Matrix.smul_apply, Matrix.mul_apply,
      Matrix.conjTranspose_apply, Fin.sum_univ_three, Fin.sum_univ_two, Matrix.trace_fin_two]
    fin_cases p <;> fin_cases q <;> simp [pauli, hI] <;> ring
  induction N with
  | zero => simp [word]
  | succ N ih =>
    have hw : ∀ x (a : Fin N → Fin 3),
        word (Fin.consEquiv (fun _ => Fin 3) (x, a)) = pauli x * word a := by
      intro x a
      simp [word, Fin.consEquiv, List.ofFn_succ]
    have step : ∑ a : Fin (N + 1) → Fin 3, word a * M * (word a)ᴴ =
        ∑ x, pauli x * (∑ a : Fin N → Fin 3, word a * M * (word a)ᴴ) * (pauli x)ᴴ := by
      rw [← (Fin.consEquiv (fun _ => Fin 3)).sum_comp, Fintype.sum_prod_type]
      refine Finset.sum_congr rfl fun x _ => ?_
      rw [Finset.mul_sum, Finset.sum_mul]
      refine Finset.sum_congr rfl fun a _ => ?_
      rw [hw, Matrix.conjTranspose_mul]
      simp only [Matrix.mul_assoc]
    have ht : (((3 ^ N - (-1) ^ N) / 2 * M.trace) • (1 : Matrix (Fin 2) (Fin 2) ℂ) +
        ((-1) ^ N : ℂ) • M).trace = 3 ^ N * M.trace := by
      rw [Matrix.trace_add, Matrix.trace_smul, Matrix.trace_smul, Matrix.trace_one]
      simp only [Fintype.card_fin, smul_eq_mul]
      push_cast
      ring
    rw [step, ih, tw, ht, pow_succ, pow_succ]
    module

/-- The trace state of `N` spins has squared norm `3^N + 3(-1)^N`. -/
theorem aklt_norm (N : ℕ) :
    ∑ a : Fin N → Fin 3, ‖aklt a‖ ^ 2 = (3 : ℝ) ^ N + 3 * (-1) ^ N := by
  have h : ∀ P : Matrix (Fin 2) (Fin 2) ℂ, ((‖P.trace‖ ^ 2 : ℝ) : ℂ) =
      ∑ p : Fin 2, ∑ q : Fin 2, (P * Matrix.single p q (1 : ℂ) * Pᴴ) p q := by
    intro P
    rw [← Complex.normSq_eq_norm_sq, ← Complex.mul_conj, Matrix.trace_fin_two]
    simp only [Matrix.mul_apply, Matrix.single_apply, Matrix.conjTranspose_apply,
      Fin.sum_univ_two]
    simp
    ring
  apply Complex.ofReal_injective
  rw [Complex.ofReal_sum]
  have hs : ∀ p q : Fin 2, ∑ a : Fin N → Fin 3,
      (word a * Matrix.single p q (1 : ℂ) * (word a)ᴴ) p q =
      (((3 ^ N - (-1) ^ N) / 2 * (Matrix.single p q (1 : ℂ)).trace) •
        (1 : Matrix (Fin 2) (Fin 2) ℂ) + ((-1) ^ N : ℂ) • Matrix.single p q (1 : ℂ)) p q := by
    intro p q
    rw [← transfer N (Matrix.single p q (1 : ℂ)), Matrix.sum_apply]
  simp only [aklt, h, Fin.sum_univ_two, Finset.sum_add_distrib, hs]
  simp
  ring
```

The final theorem assumes only $N\ge2$ and states the three parts of the claim. `IsLeast` says that $-2N/3$ belongs to the set of real eigenvalues with nonzero eigenvectors, and that no member of the set is smaller. The proof sums the bond identities for the eigenvalue equation and the bond inequalities for the lower bound. That a real magnet has this isotropic nearest-neighbour exchange, with this ratio of couplings, is a physical assumption.

```lean
/-- On a ring of `N ≥ 2` spins 1 the trace state has squared norm `3^N + 3(-1)^N` and
energy `-2N/3`, the least eigenvalue of `∑ (X_i + X_i²/3)`; for `N = 2` the bond counts twice. -/
theorem aklt_ground_state [NeZero N] (hN : 2 ≤ N) :
    ∑ a : Fin N → Fin 3, ‖aklt a‖ ^ 2 = (3 : ℝ) ^ N + 3 * (-1) ^ N ∧
    hamiltonian N aklt = ((-(2 * N / 3) : ℝ) : ℂ) • aklt ∧
    IsLeast {E : ℝ | ∃ φ : State N, φ ≠ 0 ∧ hamiltonian N φ = (E : ℂ) • φ}
      (-(2 * N / 3)) := by
  obtain ⟨n, rfl⟩ : ∃ n, N = n + 2 := ⟨N - 2, by omega⟩
  have hE : hamiltonian (n + 2) aklt =
      ((-(2 * (n + 2 : ℕ) / 3) : ℝ) : ℂ) • aklt := by
    rw [hamiltonian, LinearMap.sum_apply,
      Finset.sum_congr rfl (fun i _ => bondEnergy_aklt i), Finset.sum_const,
      Finset.card_univ, Fintype.card_fin, ← Nat.cast_smul_eq_nsmul ℂ, smul_smul]
    congr 1
    push_cast
    ring
  refine ⟨aklt_norm _, hE, ⟨aklt, fun h => ?_, hE⟩, ?_⟩
  · -- the squared norm is positive
    have h1 := aklt_norm (n + 2)
    have hz : ∑ a, ‖(0 : State (n + 2)) a‖ ^ 2 = 0 := by simp
    rw [h, hz] at h1
    have h3 : (1 : ℝ) ≤ 3 ^ n := one_le_pow₀ (by norm_num)
    have h9 : (3 : ℝ) ^ (n + 2) = 9 * 3 ^ n := by ring
    rcases neg_one_pow_eq_or ℝ (n + 2) with e | e <;> rw [e, h9] at h1 <;> linarith
  · -- add the lower bounds of the bonds
    rintro E ⟨φ, hφ, hEφ⟩
    have hS : 0 < (star φ ⬝ᵥ φ).re :=
      (Complex.lt_def.mp (dotProduct_star_self_pos_iff.mpr hφ)).1
    have hb := Finset.sum_le_sum fun (i : Fin (n + 2)) (_ : i ∈ Finset.univ) =>
      bondEnergy_ge (show i ≠ i + 1 by simp) φ
    have hre : ∑ i : Fin (n + 2), (star φ ⬝ᵥ bondEnergy i (i + 1) φ).re =
        E * (star φ ⬝ᵥ φ).re := by
      rw [← Complex.re_sum, ← dotProduct_sum, ← LinearMap.sum_apply]
      change (star φ ⬝ᵥ hamiltonian (n + 2) φ).re = _
      rw [hEφ, dotProduct_smul, smul_eq_mul, Complex.re_ofReal_mul]
    rw [hre, Finset.sum_const, Finset.card_univ, Fintype.card_fin, nsmul_eq_mul] at hb
    exact le_of_mul_le_mul_right (by linarith) hS

end

end SpinOneRing
```
```lean
#print axioms SpinOneRing.aklt_ground_state
```

```
'SpinOneRing.aklt_ground_state' depends on axioms: [propext, Classical.choice, Quot.sound]
```
